# Angular momentum ladders and the diagonal sum rule for multiplet energies

Two electrons in an open atomic shell give many Slater determinants, and their interaction can mix only those with the same total projection M. The diagonal matrix elements are easy to write down, while the energies belong to the mixed states. When can an energy be found from the diagonal elements alone? The answer rests on how a lowering operator carries states from one M to the next.

## From one lowering step to a sum of energies

Let H be the Hamiltonian, Lz the projection of angular momentum in units of ħ, and Lm the lowering operator, with

H Lm = Lm H,  Lz Lm − Lm Lz = −Lm.

Suppose H v = E v and Lz v = M v. For any x with Lz x = m x,

Lz Lm x = Lm Lz x − Lm x = (m − 1) Lm x.

If H x = E x, then also H Lm x = Lm H x = E Lm x. Starting from v and repeating the step k times gives

H Lm^k v = E Lm^k v,  Lz Lm^k v = (M − k) Lm^k v.

These equations also hold when Lm^k v = 0. If Lm^n v ≠ 0, however, no earlier Lm^k v vanishes, since applying Lm^(n−k) to it gives Lm^n v. The n + 1 states v, …, Lm^n v then have distinct Lz eigenvalues and are linearly independent, so in finite dimension the level E is at least (n + 1)-fold degenerate. In dimension d there cannot be d + 1 independent states, hence Lm^d v = 0.

Now let the state space V be finite-dimensional and H Lz = Lz H. If Lz y = M y, then Lz H y = H Lz y = M H y, so H maps the sector Lz = M into itself. Let S(M) be the trace of H there. Assume that every y in this sector is uniquely

y = Lm x + Σ c_i w_i,

with x in the sector M + 1 and new states w_i in the sector M obeying H w_i = E_i w_i. Then

H y = Lm (H x) + Σ E_i c_i w_i.

In the coordinates (x, c), H is therefore block diagonal: its block from the sector M + 1, and the diagonal matrix of the E_i. Taking traces,

Σ E_i = S(M) − S(M + 1).

A trace is the same in every basis, so within a finite configuration space the diagonal elements of H suffice, taken over orthonormal determinants of definite M. A single new state gets its own energy; several get only their sum.

For two spins ½, with Sz in the role of Lz, let the triplet energy be 1 and the singlet energy 3. In the product basis ↑↓, ↓↑ the M = 0 block has diagonal elements 2 and 2, and the M = 1 block is 1. The singlet energy is 2 + 2 − 1 = 3, with no diagonalisation.

## The ladder in Lean

The space `V` is any complex vector space, and `Module.End ℂ V` is the type of its linear operators, whose product is composition. No inner product or Hermiticity is assumed, so `E` and `M` may be complex.

```lean
import Mathlib

open Module

namespace DiagonalSumRule

noncomputable section

variable {V : Type*} [AddCommGroup V] [Module ℂ V]
```

The single step evaluates the commutator at `x`; induction on `k` then gives the ladder.

```lean
/-- If `[Lz, Lm] = -Lm` and `Lz x = M x`, then `Lz (Lm x) = (M - 1) Lm x`. -/
theorem lowering_step {Lz Lm : Module.End ℂ V} (hZ : Lz * Lm - Lm * Lz = -Lm)
    {M : ℂ} {x : V} (hx : Lz x = M • x) : Lz (Lm x) = (M - 1) • Lm x := by
  have h := LinearMap.congr_fun hZ x
  simp only [LinearMap.sub_apply, Module.End.mul_apply, LinearMap.neg_apply, hx,
    map_smul] at h
  rw [sub_eq_iff_eq_add] at h
  rw [h]
  module

/-- If `[Lz, Lm] = -Lm` and `Lz v = M v`, then `Lz (Lm^k v) = (M - k) Lm^k v` for every `k`. -/
theorem Lz_ladder {Lz Lm : Module.End ℂ V} (hZ : Lz * Lm - Lm * Lz = -Lm)
    {M : ℂ} {v : V} (hv : Lz v = M • v) (k : ℕ) :
    Lz ((Lm ^ k) v) = (M - (k : ℂ)) • (Lm ^ k) v := by
  induction k with
  | zero => simpa using hv
  | succ k ih =>
    have hk : M - ((k + 1 : ℕ) : ℂ) = M - (k : ℂ) - 1 := by
      push_cast
      ring
    rw [hk, pow_succ', Module.End.mul_apply, lowering_step hZ ih]
```

The next theorem adds the energy by moving `H` through one factor of `Lm` at a time.

```lean
/-- If `H` commutes with `Lm`, `[Lz, Lm] = -Lm`, `H v = E v` and `Lz v = M v`, then for
every `k` the vector `u = Lm^k v` obeys `H u = E u` and `Lz u = (M - k) u`. -/
theorem ladder {H Lz Lm : Module.End ℂ V} (hH : H * Lm = Lm * H)
    (hZ : Lz * Lm - Lm * Lz = -Lm) {E M : ℂ} {v : V}
    (hE : H v = E • v) (hv : Lz v = M • v) (k : ℕ) :
    H ((Lm ^ k) v) = E • (Lm ^ k) v ∧
      Lz ((Lm ^ k) v) = (M - (k : ℂ)) • (Lm ^ k) v := by
  refine ⟨?_, Lz_ladder hZ hv k⟩
  induction k with
  | zero => simpa using hE
  | succ k ih =>
    -- move H through one lowering operator
    have h := LinearMap.congr_fun hH ((Lm ^ k) v)
    simp only [Module.End.mul_apply] at h
    rw [pow_succ', Module.End.mul_apply, h, ih, map_smul]
```

For independence, Lean needs distinct eigenvalues and non-zero vectors. The second point uses the factorisation of `Lm ^ n` from the derivation.

```lean
/-- If `[Lz, Lm] = -Lm`, `Lz v = M v` and `Lm^n v ≠ 0`, the states `v, Lm v, …, Lm^n v` are linearly
independent. -/
theorem ladder_linearIndependent {Lz Lm : Module.End ℂ V}
    (hZ : Lz * Lm - Lm * Lz = -Lm) {M : ℂ} {v : V} (hv : Lz v = M • v)
    {n : ℕ} (hn : (Lm ^ n) v ≠ 0) :
    LinearIndependent ℂ (fun k : Fin (n + 1) => (Lm ^ (k : ℕ)) v) := by
  -- non-zero eigenvectors of Lz with distinct eigenvalues M - k
  refine Module.End.eigenvectors_linearIndependent' Lz
    (fun k : Fin (n + 1) => M - ((k : ℕ) : ℂ)) ?_ _ ?_
  · intro i j hij
    have h' : M - ((i : ℕ) : ℂ) = M - ((j : ℕ) : ℂ) := hij
    have h : ((i : ℕ) : ℂ) = ((j : ℕ) : ℂ) := by linear_combination -h'
    exact Fin.ext (Nat.cast_inj.mp h)
  · intro k
    refine ⟨Module.End.mem_eigenspace_iff.mpr (Lz_ladder hZ hv k), fun h0 => hn ?_⟩
    have h0' : (Lm ^ (k : ℕ)) v = 0 := h0
    have hp : Lm ^ n = Lm ^ (n - (k : ℕ)) * Lm ^ (k : ℕ) := by
      rw [← pow_add, Nat.sub_add_cancel (Nat.le_of_lt_succ k.is_lt)]
    rw [hp, Module.End.mul_apply, h0', map_zero]
```

Placing these vectors in the eigenspace of `H` bounds its dimension, `finrank`; counting them in `V` gives termination.

```lean
/-- In finite dimension, if `H` commutes with `Lm`, `[Lz, Lm] = -Lm`, `H v = E v`,
`Lz v = M v` and `Lm^n v ≠ 0`, the
eigenspace of `H` at `E` has dimension at least `n + 1`. -/
theorem ladder_degeneracy [FiniteDimensional ℂ V] {H Lz Lm : Module.End ℂ V}
    (hH : H * Lm = Lm * H) (hZ : Lz * Lm - Lm * Lz = -Lm) {E M : ℂ} {v : V}
    (hE : H v = E • v) (hv : Lz v = M • v) {n : ℕ} (hn : (Lm ^ n) v ≠ 0) :
    n + 1 ≤ finrank ℂ (H.eigenspace E) := by
  let u : Fin (n + 1) → H.eigenspace E := fun k =>
    ⟨(Lm ^ (k : ℕ)) v, Module.End.mem_eigenspace_iff.mpr (ladder hH hZ hE hv k).1⟩
  have hu : LinearIndependent ℂ u :=
    LinearIndependent.of_comp (H.eigenspace E).subtype (ladder_linearIndependent hZ hv hn)
  have h := hu.fintype_card_le_finrank
  rwa [Fintype.card_fin] at h

/-- In a space of finite dimension `d` with `[Lz, Lm] = -Lm`, every `v` with `Lz v = M v` is annihilated by
`Lm^d`. -/
theorem ladder_terminates [FiniteDimensional ℂ V] {Lz Lm : Module.End ℂ V}
    (hZ : Lz * Lm - Lm * Lz = -Lm) {M : ℂ} {v : V} (hv : Lz v = M • v) :
    (Lm ^ finrank ℂ V) v = 0 := by
  by_contra hn
  have h := (ladder_linearIndependent hZ hv hn).fintype_card_le_finrank
  rw [Fintype.card_fin] at h
  omega
```

## Sectors, blocks and traces

`Lz.eigenspace M` is the sector M. Both `block` and `lower` are restrictions, each carrying a proof that the operator lands in the stated sector; `diagSum` is S(M).

```lean
/-- The block of a Hamiltonian `H` commuting with `Lz` on the sector `Lz = M`. -/
def block (H Lz : Module.End ℂ V) (hc : H * Lz = Lz * H) (M : ℂ) :
    Module.End ℂ (Lz.eigenspace M) :=
  LinearMap.restrict H (fun x hx => by
    rw [Module.End.mem_eigenspace_iff] at hx ⊢
    have h := LinearMap.congr_fun hc x
    simp only [Module.End.mul_apply, hx, map_smul] at h
    exact h.symm)

/-- The diagonal sum of `H` in the sector `Lz = M`: the trace of its block. -/
def diagSum (H Lz : Module.End ℂ V) (hc : H * Lz = Lz * H) (M : ℂ) : ℂ :=
  LinearMap.trace ℂ (Lz.eigenspace M) (block H Lz hc M)

/-- The lowering operator as a map from the sector `Lz = M + 1` to the sector `Lz = M`. -/
def lower (Lz Lm : Module.End ℂ V) (hZ : Lz * Lm - Lm * Lz = -Lm) (M : ℂ) :
    Lz.eigenspace (M + 1) →ₗ[ℂ] Lz.eigenspace M :=
  LinearMap.restrict Lm (fun x hx => by
    rw [Module.End.mem_eigenspace_iff] at hx ⊢
    have h := lowering_step hZ hx
    rwa [add_sub_cancel_right] at h)
```

The trace argument is separated from the physics: `L.coprod J` is the map (x, c) ↦ L x + J c, and its bijectivity, together with `hL` and `hJ`, makes `B` conjugate to the direct sum of `A` and `C`.

```lean
/-- For finite-dimensional `U` and `N`: if `(x, c) ↦ L x + J c` is a bijection onto `W`, with `B L = L A` and `B J = J C`,
then `tr B = tr A + tr C`. -/
theorem trace_of_splitting {U W N : Type*} [AddCommGroup U] [Module ℂ U]
    [AddCommGroup W] [Module ℂ W] [AddCommGroup N] [Module ℂ N]
    [FiniteDimensional ℂ U] [FiniteDimensional ℂ N]
    (A : U →ₗ[ℂ] U) (B : W →ₗ[ℂ] W) (C : N →ₗ[ℂ] N) (L : U →ₗ[ℂ] W) (J : N →ₗ[ℂ] W)
    (hL : ∀ x, B (L x) = L (A x)) (hJ : ∀ c, B (J c) = J (C c))
    (hb : Function.Bijective (L.coprod J)) :
    LinearMap.trace ℂ W B = LinearMap.trace ℂ U A + LinearMap.trace ℂ N C := by
  let e : (U × N) ≃ₗ[ℂ] W := LinearEquiv.ofBijective (L.coprod J) hb
  have : Module.Finite ℂ W := Module.Finite.equiv e
  -- B is conjugate to the direct sum of A and C
  have h : B = e.conj (A.prodMap C) := by
    refine LinearMap.ext fun y => ?_
    obtain ⟨⟨x, c⟩, rfl⟩ := e.surjective y
    rw [LinearEquiv.conj_apply_apply, e.symm_apply_apply]
    show B (L x + J c) = L (A x) + J (C c)
    rw [map_add, hL, hJ]
  rw [h, LinearMap.trace_conj', LinearMap.trace_prodMap']
```

In the sum rule, `hind` expresses uniqueness and `hspan` existence of the decomposition. Together they say that lowering from M + 1 loses no state and that the `w i` supply exactly what is missing. Both are assumed. In the proof, `h1` and `h2` show that `H` respects the two parts, while `h3` and `h4` give injectivity and surjectivity.

```lean
/-- Diagonal sum rule, in finite dimension, for `H` commuting with `Lm` and `Lz` and
`[Lz, Lm] = -Lm`: let the `w i` lie in the sector `M` with `H (w i) = E i • w i`. If every
state of the sector `M` is `Lm x + ∑ i, c i • w i` with `x` in the sector `M + 1`, and both
`x` and `c` are unique, then the sum of
the `E i` is the difference of the diagonal sums of the two sectors. -/
theorem diagonal_sum_rule [FiniteDimensional ℂ V] {H Lz Lm : Module.End ℂ V}
    (hH : H * Lm = Lm * H) (hZ : Lz * Lm - Lm * Lz = -Lm) (hc : H * Lz = Lz * H)
    {M : ℂ} {ι : Type*} [Fintype ι] (w : ι → V) (E : ι → ℂ)
    (hwZ : ∀ i, Lz (w i) = M • w i) (hwH : ∀ i, H (w i) = E i • w i)
    (hind : ∀ x : V, Lz x = (M + 1) • x → ∀ c : ι → ℂ,
      Lm x + ∑ i, c i • w i = 0 → x = 0 ∧ c = 0)
    (hspan : ∀ y : V, Lz y = M • y → ∃ (x : V) (c : ι → ℂ),
      Lz x = (M + 1) • x ∧ y = Lm x + ∑ i, c i • w i) :
    ∑ i, E i = diagSum H Lz hc M - diagSum H Lz hc (M + 1) := by
  classical
  let w' : ι → Lz.eigenspace M := fun i =>
    ⟨w i, Module.End.mem_eigenspace_iff.mpr (hwZ i)⟩
  -- J builds a state of the sector M from coefficients of the new states
  obtain ⟨J, hJ⟩ : ∃ J : (ι → ℂ) →ₗ[ℂ] Lz.eigenspace M,
      ∀ c, (J c : V) = ∑ i, c i • w i :=
    ⟨{ toFun := fun c => ∑ i, c i • w' i
       map_add' := by
         intro a b
         simp [add_smul, Finset.sum_add_distrib]
       map_smul' := by
         intro a b
         simp [Finset.smul_sum, mul_smul] },
      fun c => map_sum (Lz.eigenspace M).subtype (fun i => c i • w' i) Finset.univ⟩
  -- C is the diagonal action of H on those coefficients
  obtain ⟨C, hC, hT⟩ : ∃ C : (ι → ℂ) →ₗ[ℂ] (ι → ℂ),
      (∀ c i, C c i = E i * c i) ∧ LinearMap.trace ℂ (ι → ℂ) C = ∑ i, E i := by
    refine ⟨Matrix.toLin' (Matrix.diagonal E), ?_, ?_⟩
    · intro c i
      rw [Matrix.toLin'_apply, Matrix.mulVec_diagonal]
    · rw [Matrix.trace_toLin'_eq, Matrix.trace_diagonal]
  have h1 : ∀ x, block H Lz hc M (lower Lz Lm hZ M x)
      = lower Lz Lm hZ M (block H Lz hc (M + 1) x) := by
    intro x
    apply Subtype.ext
    show H (Lm (x : V)) = Lm (H (x : V))
    exact LinearMap.congr_fun hH (x : V)
  have h2 : ∀ c, block H Lz hc M (J c) = J (C c) := by
    intro c
    apply Subtype.ext
    show H (J c : V) = (J (C c) : V)
    rw [hJ c, hJ (C c), map_sum]
    refine Finset.sum_congr rfl fun i _ => ?_
    rw [map_smul, hwH i, hC c i, smul_smul, mul_comm (c i) (E i)]
  have h3 : Function.Injective ((lower Lz Lm hZ M).coprod J) := by
    rw [injective_iff_map_eq_zero]
    rintro ⟨x, c⟩ h
    have h' : Lm (x : V) + ∑ i, c i • w i = 0 := by
      rw [← hJ c]
      exact congrArg Subtype.val h
    obtain ⟨hx, hc0⟩ := hind x (Module.End.mem_eigenspace_iff.mp x.2) c h'
    exact Prod.ext (Subtype.ext hx) hc0
  have h4 : Function.Surjective ((lower Lz Lm hZ M).coprod J) := by
    intro y
    obtain ⟨x, c, hx, hy⟩ := hspan y (Module.End.mem_eigenspace_iff.mp y.2)
    refine ⟨(⟨x, Module.End.mem_eigenspace_iff.mpr hx⟩, c), Subtype.ext ?_⟩
    show Lm x + (J c : V) = (y : V)
    rw [hJ c]
    exact hy.symm
  have key := trace_of_splitting (block H Lz hc (M + 1)) (block H Lz hc M) C
    (lower Lz Lm hZ M) J h1 h2 ⟨h3, h4⟩
  unfold diagSum
  rw [key, hT]
  ring
```

The case of one new state follows by taking a one-element index type.

```lean
/-- In finite dimension, for `H` commuting with `Lm` and `Lz` and `[Lz, Lm] = -Lm`: let `w`
lie in the sector `M` with `H w = E • w`. If every state of the sector `M` is `Lm x + c • w`
with `x` in the sector `M + 1`, and both `x` and `c` are unique, then `E` is the difference of the diagonal
sums of the two sectors. -/
theorem diagonal_sum_rule_single [FiniteDimensional ℂ V] {H Lz Lm : Module.End ℂ V}
    (hH : H * Lm = Lm * H) (hZ : Lz * Lm - Lm * Lz = -Lm) (hc : H * Lz = Lz * H)
    {M E : ℂ} {w : V} (hwZ : Lz w = M • w) (hwH : H w = E • w)
    (hind : ∀ x : V, Lz x = (M + 1) • x → ∀ c : ℂ, Lm x + c • w = 0 → x = 0 ∧ c = 0)
    (hspan : ∀ y : V, Lz y = M • y → ∃ (x : V) (c : ℂ),
      Lz x = (M + 1) • x ∧ y = Lm x + c • w) :
    E = diagSum H Lz hc M - diagSum H Lz hc (M + 1) := by
  have h1 : ∀ x : V, Lz x = (M + 1) • x → ∀ c : Unit → ℂ,
      Lm x + ∑ i, c i • w = 0 → x = 0 ∧ c = 0 := by
    intro x hx c h
    rw [Fintype.sum_unique] at h
    have h' := hind x hx (c default) h
    exact ⟨h'.1, funext fun u => by cases u; exact h'.2⟩
  have h2 : ∀ y : V, Lz y = M • y → ∃ (x : V) (c : Unit → ℂ),
      Lz x = (M + 1) • x ∧ y = Lm x + ∑ i, c i • w := by
    intro y hy
    obtain ⟨x, c, hx, hxy⟩ := hspan y hy
    refine ⟨x, fun _ => c, hx, ?_⟩
    rw [Fintype.sum_unique]
    exact hxy
  have key := diagonal_sum_rule hH hZ hc (fun _ : Unit => w) (fun _ : Unit => E)
    (fun _ => hwZ) (fun _ => hwH) h1 h2
  rw [Fintype.sum_unique] at key
  exact key
```

A different model would start from a Hermitian H that commutes with all three components of the angular momentum, themselves Hermitian. In finite dimension and for M ≥ 0 the decomposition would then be a consequence, with the new states forming a basis of eigenstates of H for the part of the sector M that the raising operator annihilates. The version here asks for less structure but leaves the decomposition to be checked in each application.

## A triplet and a singlet

The model has a triplet of energy `a` and a singlet of energy `b`. Its lowering operator is the usual one divided by √2, which leaves the commutation relations assumed here intact.

```lean
/-- Four-state model Hamiltonian: energy `a` on the first three states, `b` on the last. -/
def tsH (a b : ℂ) : Module.End ℂ (Fin 4 → ℂ) :=
  Matrix.toLin' (!![a, 0, 0, 0; 0, a, 0, 0; 0, 0, a, 0; 0, 0, 0, b] :
    Matrix (Fin 4) (Fin 4) ℂ)

/-- `Lz` of the four-state model, with diagonal entries `1, 0, -1, 0`. -/
def tsLz : Module.End ℂ (Fin 4 → ℂ) :=
  Matrix.toLin' (!![1, 0, 0, 0; 0, 0, 0, 0; 0, 0, -1, 0; 0, 0, 0, 0] :
    Matrix (Fin 4) (Fin 4) ℂ)

/-- Lowering operator of the four-state model: first state to second, second to third,
and zero on the other two. -/
def tsLm : Module.End ℂ (Fin 4 → ℂ) :=
  Matrix.toLin' (!![0, 0, 0, 0; 1, 0, 0, 0; 0, 1, 0, 0; 0, 0, 0, 0] :
    Matrix (Fin 4) (Fin 4) ℂ)

/-- The first basis state of the four-state model. -/
def tsTop : Fin 4 → ℂ := ![1, 0, 0, 0]

/-- The last basis state of the four-state model. -/
def tsLast : Fin 4 → ℂ := ![0, 0, 0, 1]

/-- Action of the three model operators on the components of a state. -/
theorem ts_apply (a b : ℂ) (v : Fin 4 → ℂ) :
    tsH a b v = ![a * v 0, a * v 1, a * v 2, b * v 3] ∧
      tsLz v = ![v 0, 0, -v 2, 0] ∧ tsLm v = ![0, v 0, v 1, 0] := by
  refine ⟨?_, ?_, ?_⟩ <;> funext i <;> fin_cases i <;>
    simp [tsH, tsLz, tsLm, Matrix.toLin'_apply, Matrix.mulVec, dotProduct,
      Fin.sum_univ_four]
```

Componentwise computation confirms the commutation relations and shows that the top state survives two lowerings, so the level `a` is at least threefold degenerate.

```lean
/-- In the four-state model `H` commutes with `Lm` and `Lz`, `[Lz, Lm] = -Lm`, and the first state
has energy `a`, projection `1` and survives two lowerings. -/
theorem ladder_witness (a b : ℂ) :
    tsH a b * tsLm = tsLm * tsH a b ∧ tsLz * tsLm - tsLm * tsLz = -tsLm ∧
      tsH a b * tsLz = tsLz * tsH a b ∧ tsH a b tsTop = a • tsTop ∧
      tsLz tsTop = (1 : ℂ) • tsTop ∧ (tsLm ^ 2) tsTop ≠ 0 := by
  have hH := fun v => (ts_apply a b v).1
  have hZ := fun v => (ts_apply a b v).2.1
  have hM := fun v => (ts_apply a b v).2.2
  refine ⟨?_, ?_, ?_, ?_, ?_, ?_⟩
  · refine LinearMap.ext fun v => funext fun i => ?_
    fin_cases i <;> simp [hH, hM]
  · refine LinearMap.ext fun v => funext fun i => ?_
    fin_cases i <;> simp [hZ, hM]
  · refine LinearMap.ext fun v => funext fun i => ?_
    fin_cases i <;> simp [hH, hZ]
  · funext i
    fin_cases i <;> simp [hH, tsTop]
  · funext i
    fin_cases i <;> simp [hZ, tsTop]
  · intro h
    rw [pow_two] at h
    have h2 := congrFun h 2
    simp [hM, tsTop] at h2
```

The last theorem verifies the remaining conditions of `diagonal_sum_rule_single` at M = 0, with the singlet as the new state. A state y of this sector has only its second and fourth components free: the second comes from lowering the top state, the fourth is the coefficient of the singlet.

```lean
/-- In the four-state model the last state has projection `0` and energy `b`, and every
state of the sector `0` is uniquely a lowered state of the sector `0 + 1` plus a multiple
of it. -/
theorem diagonal_sum_rule_witness (a b : ℂ) :
    tsLz tsLast = (0 : ℂ) • tsLast ∧ tsH a b tsLast = b • tsLast ∧
      (∀ x : Fin 4 → ℂ, tsLz x = (0 + 1 : ℂ) • x → ∀ c : ℂ,
        tsLm x + c • tsLast = 0 → x = 0 ∧ c = 0) ∧
      (∀ y : Fin 4 → ℂ, tsLz y = (0 : ℂ) • y → ∃ (x : Fin 4 → ℂ) (c : ℂ),
        tsLz x = (0 + 1 : ℂ) • x ∧ y = tsLm x + c • tsLast) := by
  have hH := fun v => (ts_apply a b v).1
  have hZ := fun v => (ts_apply a b v).2.1
  have hM := fun v => (ts_apply a b v).2.2
  refine ⟨?_, ?_, ?_, ?_⟩
  · funext i
    fin_cases i <;> simp [hZ, tsLast]
  · funext i
    fin_cases i <;> simp [hH, tsLast]
  · intro x hx c h
    rw [hZ] at hx
    rw [hM] at h
    have h1 : (0 : ℂ) = (0 + 1) * x 1 := congrFun hx 1
    have h2 : -x 2 = (0 + 1) * x 2 := congrFun hx 2
    have h3 : (0 : ℂ) = (0 + 1) * x 3 := congrFun hx 3
    have g1 : x 0 + c * 0 = 0 := congrFun h 1
    have g3 : 0 + c * 1 = 0 := congrFun h 3
    have x0 : x 0 = 0 := by linear_combination g1
    have x1 : x 1 = 0 := by linear_combination -h1
    have x2 : x 2 = 0 := by linear_combination (-1 / 2 : ℂ) * h2
    have x3 : x 3 = 0 := by linear_combination -h3
    refine ⟨?_, by linear_combination g3⟩
    funext i
    fin_cases i <;> simp [x0, x1, x2, x3]
  · intro y hy
    rw [hZ] at hy
    have h0 : y 0 = 0 * y 0 := congrFun hy 0
    have h2 : -y 2 = 0 * y 2 := congrFun hy 2
    have y0 : y 0 = 0 := by linear_combination h0
    have y2 : y 2 = 0 := by linear_combination -h2
    refine ⟨![y 1, 0, 0, 0], y 3, ?_, ?_⟩
    · funext i
      fin_cases i <;> simp [hZ]
    · funext i
      fin_cases i <;> simp [hM, tsLast, y0, y2]

end

end DiagonalSumRule
```

```lean
#print axioms DiagonalSumRule.ladder_degeneracy
-- 'DiagonalSumRule.ladder_degeneracy' depends on axioms: [propext, Classical.choice, Quot.sound]
#print axioms DiagonalSumRule.ladder_terminates
-- 'DiagonalSumRule.ladder_terminates' depends on axioms: [propext, Classical.choice, Quot.sound]
#print axioms DiagonalSumRule.diagonal_sum_rule
-- 'DiagonalSumRule.diagonal_sum_rule' depends on axioms: [propext, Classical.choice, Quot.sound]
#print axioms DiagonalSumRule.diagonal_sum_rule_single
-- 'DiagonalSumRule.diagonal_sum_rule_single' depends on axioms: [propext, Classical.choice, Quot.sound]
```
